# Solutions of the smeared Sternheimer equation reproduce the sum-over-states response of a finite set of levels

In an insulator the static linear response follows from one linear equation per occupied band, with the source projected on the empty states. With smeared occupations that division is gone. Two partly filled levels of different energies contribute with a weight equal to the difference of their occupations divided by that of their energies, and a partly filled level also contributes through itself and through levels of equal energy, on which the Hamiltonian minus the band energy is singular. The direct expression for the response is a sum over all pairs of eigenstates. Weighted projectors restore one equation per band in an active set, provided that the shifted energy differences are nonzero and the share of the pair weight assigned to each band outside the set vanishes, as made precise in (d); such bands still enter as partners of the active ones.

Levels $n, m$ (type `ι`) have energies $e_n$, occupations $f_n$ and shifts $\alpha_m$, all real. The step function $\theta$ obeys $\theta(x)+\theta(-x)=1$ (`hθ`); write $\theta_{nm}=\theta(e_n-e_m)$. It only divides each pair between its two members, and no link to $f$ is assumed. The weight $d_{nm}$ obeys $d_{nm}(e_n-e_m)=f_n-f_m$ (`hd`). For equal energies `hd` requires equal occupations and leaves $d_{nm}$ free; physically $d_{nm}$ is then the slope of the occupation function.

```lean
import Mathlib

open scoped InnerProductSpace
open ComplexConjugate

namespace MetallicSternheimer

noncomputable section

variable {ι : Type*} {θ : ℝ → ℝ} {e f : ι → ℝ} {d : ι → ι → ℝ}
```

The projector weight is
$$\beta_{nm}=f_n\theta_{nm}+f_m\theta_{mn}+\alpha_m d_{nm}\theta_{mn}.$$

```lean
/-- The weight `β_nm = f_n θ(e_n - e_m) + f_m θ(e_m - e_n) + α_m d_nm θ(e_m - e_n)` of state `m`
in the projector of the smeared Sternheimer equation for band `n`. -/
def beta (θ : ℝ → ℝ) (e f α : ι → ℝ) (d : ι → ι → ℝ) (n m : ι) : ℝ :=
  f n * θ (e n - e m) + f m * θ (e m - e n) + α m * d n m * θ (e m - e n)
```

## (a) The factor $f_n-\beta_{nm}$

Show that $f_n-\beta_{nm}=-d_{nm}\theta_{mn}(e_m+\alpha_m-e_n)$.

Since $1-\theta_{nm}=\theta_{mn}$,
$$f_n-\beta_{nm}=(f_n-f_m)\theta_{mn}-\alpha_m d_{nm}\theta_{mn}=d_{nm}\theta_{mn}(e_n-e_m-\alpha_m).$$

Part (b), and through it (e), (f) and (g), rest on this identity, and Lean obtains it from `linear_combination`. Given hypotheses $a_i=b_i$ and coefficients $c_i$, the tactic proves $L=R$ by checking with `ring` that $L-R-\sum_i c_i(a_i-b_i)$ vanishes as a polynomial. Here `h1` is $\theta_{nm}+\theta_{mn}=1$ with coefficient $-f_n$, which is the first equality above, and `h2` is `hd n m` with coefficient $-\theta_{mn}$, which is the second. The values of $\theta$ enter as opaque symbols, so `neg_sub` must first turn $-(e_n-e_m)$ into $e_m-e_n$.

```lean
/-- The factor `f_n - β_nm` equals `-d_nm θ(e_m - e_n)` times the shifted energy difference
`e_m + α_m - e_n`. -/
theorem occ_sub_beta (hθ : ∀ x, θ x + θ (-x) = 1)
    (hd : ∀ n m, d n m * (e n - e m) = f n - f m) (α : ι → ℝ) (n m : ι) :
    f n - beta θ e f α d n m = -(d n m * θ (e m - e n)) * (e m + α m - e n) := by
  have h1 := hθ (e n - e m)
  rw [neg_sub] at h1
  have h2 := hd n m
  unfold beta
  linear_combination (-f n) * h1 - θ (e m - e n) * h2
```

## (b) One component of the equation

Let $D=e_m+\alpha_m-e_n\neq0$. Show that $Dx=-(f_n-\beta_{nm})v$ holds exactly when $x=d_{nm}\theta_{mn}v$.

By (a) the right side is $D\,d_{nm}\theta_{mn}v$. Multiplying by $D^{-1}$ gives one direction and substitution gives the other. The shift has dropped out of $x$.

In Lean $x$ and $v$ lie in a real vector space `M`, which is $\mathbb R$ in (e) and $\mathbb C$ in (f). The rewriting by (a) is `key`, and `inv_smul_smul₀` cancels $D$.

```lean
/-- For a nonzero shifted energy difference, `(e_m + α_m - e_n) x = -(f_n - β_nm) v` holds
exactly when `x = d_nm θ(e_m - e_n) v`. -/
theorem component_iff {M : Type*} [AddCommGroup M] [Module ℝ M] (hθ : ∀ x, θ x + θ (-x) = 1)
    (hd : ∀ n m, d n m * (e n - e m) = f n - f m) (α : ι → ℝ) (n m : ι)
    (hne : e m + α m - e n ≠ 0) (x v : M) :
    (e m + α m - e n) • x = (-(f n - beta θ e f α d n m)) • v ↔
      x = (d n m * θ (e m - e n)) • v := by
  have key : (-(f n - beta θ e f α d n m)) • v
      = (e m + α m - e n) • (d n m * θ (e m - e n)) • v := by
    rw [occ_sub_beta hθ hd α n m, smul_smul]
    congr 1
    ring
  rw [key]
  constructor
  · intro h
    -- cancel the nonzero prefactor
    calc x = (e m + α m - e n)⁻¹ • (e m + α m - e n) • x := (inv_smul_smul₀ hne x).symm
      _ = (e m + α m - e n)⁻¹ • (e m + α m - e n) • (d n m * θ (e m - e n)) • v := by rw [h]
      _ = _ := inv_smul_smul₀ hne _
  · intro h
    rw [h]
```

## (c) A shift that makes the prefactors positive

Fix an energy $E_0$ and set $\alpha_m=\max(E_0-e_m,0)$. Show that $e_m+\alpha_m-e_n>0$ for every $m$ whenever $e_n<E_0$.

From $\alpha_m\ge E_0-e_m$ follows $e_m+\alpha_m\ge E_0>e_n$. The energy $E_0$ stands for a level above all active bands. The bound is `le_max_left`, and `linarith` concludes.

```lean
/-- The shift `α_m = max (E₀ - e_m) 0`, which lifts every level below `E₀` up to `E₀`. -/
def shift (E₀ : ℝ) (e : ι → ℝ) (m : ι) : ℝ := max (E₀ - e m) 0

/-- With the shift up to `E₀`, the difference `e_m + α_m - e_n` is positive for every band `n`
below `E₀` and every `m`. -/
theorem shift_prefactor_pos {E₀ : ℝ} {n : ι} (hn : e n < E₀) (m : ι) :
    0 < e m + shift E₀ e m - e n := by
  have := le_max_left (E₀ - e m) 0
  unfold shift
  linarith
```

## (d) Splitting the sum over pairs

From here the levels are finite in number. Let $d$ be symmetric (`hs`), and let $S$ be a set of active bands with $d_{nm}\theta_{mn}=0$ for $n\notin S$ and all $m$ (`hS`). Show for any pair quantity $F_{mn}$ that
$$\sum_{n,m}d_{nm}F_{mn}=\sum_{n\in S}\sum_m d_{nm}\theta_{mn}F_{mn}+\sum_{n\in S}\sum_m d_{nm}\theta_{mn}F_{nm}.$$

Insert $1=\theta_{mn}+\theta_{nm}$ on the left. Exchanging the labels in the second term gives $\sum d_{mn}\theta_{mn}F_{nm}=\sum d_{nm}\theta_{mn}F_{nm}$. Both terms now carry $d_{nm}\theta_{mn}$, so $n$ may be restricted to $S$.

The condition on $S$ describes a band far above the Fermi level: a partner well below this band has $\theta_{mn}=0$, and a partner near this band or above it is empty too, so $d_{nm}=0$. It is assumed as an exact statement, whereas smearing functions with tails satisfy it only approximately; for $S$ equal to all bands it is empty. Lean runs the argument backwards: `hr` extends the sums from $S$ to all bands, `hswap` exchanges labels through `Finset.sum_comm`, and `h1` recombines the steps.

```lean
variable [Fintype ι]

/-- If `d_nm θ(e_m - e_n)` vanishes for bands `n` outside `S`, the sum of `d_nm F_mn` over all
pairs is the sum over `n ∈ S` of `d_nm θ(e_m - e_n) F_mn` plus the same sum with `F_nm`. -/
theorem pair_sum_split {M : Type*} [AddCommGroup M] [Module ℝ M] (hθ : ∀ x, θ x + θ (-x) = 1)
    (hs : ∀ n m, d n m = d m n) (S : Finset ι)
    (hS : ∀ n ∉ S, ∀ m, d n m * θ (e m - e n) = 0) (F : ι → ι → M) :
    ∑ n, ∑ m, d n m • F m n = ∑ n ∈ S, ∑ m, (d n m * θ (e m - e n)) • F m n
      + ∑ n ∈ S, ∑ m, (d n m * θ (e m - e n)) • F n m := by
  have hr : ∀ G : ι → ι → M, ∑ n ∈ S, ∑ m, (d n m * θ (e m - e n)) • G m n
      = ∑ n, ∑ m, (d n m * θ (e m - e n)) • G m n := fun G =>
    Finset.sum_subset (Finset.subset_univ S) fun n _ hn =>
      Finset.sum_eq_zero fun m _ => by rw [hS n hn m, zero_smul]
  have hr' : ∑ n ∈ S, ∑ m, (d n m * θ (e m - e n)) • F n m
      = ∑ n, ∑ m, (d n m * θ (e m - e n)) • F n m := hr fun m n => F n m
  -- exchange the labels in the second sum
  have hswap : ∑ n, ∑ m, (d n m * θ (e m - e n)) • F n m
      = ∑ n, ∑ m, (d n m * θ (e n - e m)) • F m n := by
    rw [Finset.sum_comm]
    refine Finset.sum_congr rfl fun n _ => Finset.sum_congr rfl fun m _ => ?_
    rw [hs m n]
  rw [hr F, hr', hswap, ← Finset.sum_add_distrib]
  refine Finset.sum_congr rfl fun n _ => ?_
  rw [← Finset.sum_add_distrib]
  refine Finset.sum_congr rfl fun m _ => ?_
  have h1 := hθ (e m - e n)
  rw [neg_sub] at h1
  rw [← add_smul, ← mul_add, h1, mul_one]
```

## (e) Real symmetric perturbations

Let $V_{mn}$ and $W_{mn}$ be real and symmetric. For $n\in S$ and all $m$ let $e_m+\alpha_m-e_n\ne0$ (`hne`) and $(e_m+\alpha_m-e_n)x_{mn}=-(f_n-\beta_{nm})V_{mn}$ (`hx`). Show that $x_{mn}=d_{nm}\theta_{mn}V_{mn}$ for $n\in S$ and
$$\sum_{n,m}d_{nm}V_{mn}W_{mn}=2\sum_{n\in S}\sum_m x_{mn}W_{mn}.$$

The first claim is (b). Apply (d) to $F_{mn}=V_{mn}W_{mn}$. Symmetry gives $F_{nm}=F_{mn}$, so both terms equal $\sum_{n\in S}\sum_m x_{mn}W_{mn}$. In Lean `x m n` is $x_{mn}$, the component on level $m$ of the response of band $n$; the two goals after `congr 1` are the two terms, and only the second uses `hV` and `hW`.

The smallest nonempty case is one level, $n=m=0$, with $S=\{0\}$. Then $\theta(0)=\tfrac12$ is forced, $\beta_{00}=f_0+\tfrac12\alpha_0d_{00}$, and the equation reads $\alpha_0x_{00}=\tfrac12\alpha_0d_{00}V_{00}$. It needs $\alpha_0\neq0$ and gives $x_{00}=\tfrac12 d_{00}V_{00}$, so that $2x_{00}W_{00}=d_{00}V_{00}W_{00}$.

```lean
/-- Real symmetric `V`, `W`: solutions `x_mn` of the component equations for `n ∈ S` are
`d_nm θ(e_m - e_n) V_mn`, and `∑ d_nm V_mn W_mn = 2 ∑_{n ∈ S} ∑_m x_mn W_mn`. -/
theorem smeared_response_real (hθ : ∀ x, θ x + θ (-x) = 1) (hs : ∀ n m, d n m = d m n)
    (hd : ∀ n m, d n m * (e n - e m) = f n - f m) (α : ι → ℝ) (S : Finset ι)
    (hS : ∀ n ∉ S, ∀ m, d n m * θ (e m - e n) = 0)
    (hne : ∀ n ∈ S, ∀ m, e m + α m - e n ≠ 0) (V W x : ι → ι → ℝ)
    (hV : ∀ n m, V n m = V m n) (hW : ∀ n m, W n m = W m n)
    (hx : ∀ n ∈ S, ∀ m, (e m + α m - e n) * x m n = -(f n - beta θ e f α d n m) * V m n) :
    (∀ n ∈ S, ∀ m, x m n = d n m * θ (e m - e n) * V m n) ∧
      ∑ n, ∑ m, d n m * V m n * W m n = 2 * ∑ n ∈ S, ∑ m, x m n * W m n := by
  have hx' : ∀ n ∈ S, ∀ m, x m n = d n m * θ (e m - e n) * V m n := fun n hn m =>
    (component_iff hθ hd α n m (hne n hn m) (x m n) (V m n)).1 (hx n hn m)
  refine ⟨hx', ?_⟩
  have h := pair_sum_split hθ hs S hS fun m n => V m n * W m n
  simp only [smul_eq_mul] at h
  simp only [mul_assoc]
  rw [h, two_mul]
  congr 1
  · refine Finset.sum_congr rfl fun n hn => Finset.sum_congr rfl fun m _ => ?_
    rw [hx' n hn m]
    ring
  · refine Finset.sum_congr rfl fun n hn => Finset.sum_congr rfl fun m _ => ?_
    rw [hx' n hn m, hV n m, hW n m]
    ring
```

## (f) Projection on an eigenstate

Let $\psi_m$ be an orthonormal basis of a complex space `E`, which is therefore finite-dimensional, with $H\psi_m=e_m\psi_m$ (`heig`) for a Hermitian Hamiltonian $H$ (`IsSymmetric`). Let $V$ be a linear operator, $V_{mn}=\langle\psi_m|V\psi_n\rangle$, $Q=\sum_m\alpha_m|\psi_m\rangle\langle\psi_m|$ and $P_n=\sum_m\beta_{nm}|\psi_m\rangle\langle\psi_m|$. If a vector $u$ solves
$$(H+Q-e_n)u=-(f_n-P_n)V\psi_n$$
and $e_m+\alpha_m-e_n\neq0$, show that $\langle\psi_m|u\rangle=d_{nm}\theta_{mn}V_{mn}$.

Take the product with $\psi_m$. Hermiticity gives $\langle\psi_m|Hu\rangle=e_m\langle\psi_m|u\rangle$, and orthonormality reduces $Q$ to $\alpha_m$ and $P_n$ to $\beta_{nm}$. This leaves (b) with $x=\langle\psi_m|u\rangle$ and $v=V_{mn}$.

Both $Q$ and $P_n$ are instances of `spectralOp`, and `Sternheimer` is the displayed equation. The bracket `⟪ψ m, v⟫_ℂ` is antilinear in its first slot, as in Dirac notation.

```lean
variable {E : Type*} [NormedAddCommGroup E] [InnerProductSpace ℂ E]

/-- The operator `∑_m c_m |ψ_m⟩⟨ψ_m|` applied to a state `v`. -/
def spectralOp (ψ : OrthonormalBasis ι ℂ E) (c : ι → ℝ) (v : E) : E :=
  ∑ m, ((c m : ℂ) * ⟪ψ m, v⟫_ℂ) • ψ m

/-- The smeared Sternheimer equation `(H + Q - e_n) u = -(f_n - P_n) V ψ_n`, with
`Q = ∑ α_m |ψ_m⟩⟨ψ_m|` and `P_n = ∑ β_nm |ψ_m⟩⟨ψ_m|`. -/
def Sternheimer (ψ : OrthonormalBasis ι ℂ E) (H V : E →ₗ[ℂ] E) (θ : ℝ → ℝ) (e f α : ι → ℝ)
    (d : ι → ι → ℝ) (n : ι) (u : E) : Prop :=
  H u + spectralOp ψ α u - (e n : ℂ) • u
    = -((f n : ℂ) • V (ψ n) - spectralOp ψ (beta θ e f α d n) (V (ψ n)))
```

The facts `hHm` and `hop` are the two reductions, and `congrArg (inner ℂ (ψ m)) hu` is the projection.

```lean
/-- For a Hermitian `H` with eigenbasis `ψ`, a solution `u` of the smeared Sternheimer equation
has `⟨ψ_m|u⟩ = d_nm θ(e_m - e_n) ⟨ψ_m|V ψ_n⟩` whenever `e_m + α_m - e_n ≠ 0`. -/
theorem sternheimer_component (hθ : ∀ x, θ x + θ (-x) = 1)
    (hd : ∀ n m, d n m * (e n - e m) = f n - f m) {α : ι → ℝ} {ψ : OrthonormalBasis ι ℂ E}
    {H V : E →ₗ[ℂ] E} (hH : H.IsSymmetric) (heig : ∀ m, H (ψ m) = (e m : ℂ) • ψ m)
    {n : ι} {u : E} (hu : Sternheimer ψ H V θ e f α d n u) (m : ι)
    (hne : e m + α m - e n ≠ 0) :
    ⟪ψ m, u⟫_ℂ = ((d n m * θ (e m - e n) : ℝ) : ℂ) * ⟪ψ m, V (ψ n)⟫_ℂ := by
  have hop : ∀ (c : ι → ℝ) (v : E), ⟪ψ m, spectralOp ψ c v⟫_ℂ = (c m : ℂ) * ⟪ψ m, v⟫_ℂ :=
    fun c v => ψ.orthonormal.inner_right_fintype (fun k => (c k : ℂ) * ⟪ψ k, v⟫_ℂ) m
  have hHm : ⟪ψ m, H u⟫_ℂ = (e m : ℂ) * ⟪ψ m, u⟫_ℂ := by
    rw [← hH (ψ m) u, heig, inner_smul_left, Complex.conj_ofReal]
  -- project the equation on `ψ m`
  unfold Sternheimer at hu
  have h := congrArg (inner ℂ (ψ m)) hu
  simp only [inner_sub_right, inner_add_right, inner_neg_right, inner_smul_right, hop, hHm] at h
  have h' := (component_iff hθ hd α n m hne ⟪ψ m, u⟫_ℂ ⟪ψ m, V (ψ n)⟫_ℂ).1 (by
    simp only [Complex.real_smul]
    push_cast
    linear_combination h)
  simpa only [Complex.real_smul] using h'
```

## (g) The response from the active bands

Let $V$ and a second operator $W$ be Hermitian, with $W_{nm}=\langle\psi_n|W\psi_m\rangle$. Keep the conditions on $\theta$, $d$, $\alpha$ and $S$, and let $u_n$ solve the equation of (f) for each $n\in S$. Show that
$$\sum_{n,m}d_{nm}W_{nm}V_{mn}=2\sum_{n\in S}\operatorname{Re}\langle\psi_n|Wu_n\rangle.$$

Completeness and (f) give
$$\langle\psi_n|Wu_n\rangle=\sum_m W_{nm}\langle\psi_m|u_n\rangle=\sum_m d_{nm}\theta_{mn}W_{nm}V_{mn}.$$
Its conjugate is $\sum_m d_{nm}\theta_{mn}W_{mn}V_{nm}$, since $\overline{W_{nm}}=W_{mn}$, $\overline{V_{mn}}=V_{nm}$ and the weights are real. These are the two terms of (d) for $F_{mn}=W_{nm}V_{mn}$, and $z+\bar z=2\operatorname{Re}z$.

In Lean, `h1` is the expansion, with `sum_inner_mul_inner` as completeness, `h2` is the conjugate, and `Complex.add_conj` is the last step. The solutions $u_n$ are assumed in `hu`; the theorem does not construct them.

For non-interacting electrons in a finite basis at fixed Fermi level, perturbation theory reads the left side as the first-order change of $\langle W\rangle$ under $V$, which, when $W$ measures the density at a point, is the density response that density functional perturbation theory for metals evaluates at each self-consistency step. That reading, like the physical comments on $d$ and $S$, is interpretation and not part of any theorem. Self-consistency and the shift of the Fermi level are not modelled.

```lean
/-- For Hermitian `H`, `V`, `W` and solutions `u_n` of the smeared Sternheimer equation for
`n ∈ S`, the sum over states `∑ d_nm W_nm V_mn` equals `2 ∑_{n ∈ S} Re ⟨ψ_n|W u_n⟩`. -/
theorem sternheimer_response (hθ : ∀ x, θ x + θ (-x) = 1) (hs : ∀ n m, d n m = d m n)
    (hd : ∀ n m, d n m * (e n - e m) = f n - f m) (α : ι → ℝ) (S : Finset ι)
    (hS : ∀ n ∉ S, ∀ m, d n m * θ (e m - e n) = 0)
    (hne : ∀ n ∈ S, ∀ m, e m + α m - e n ≠ 0) (ψ : OrthonormalBasis ι ℂ E)
    (H V W : E →ₗ[ℂ] E) (hH : H.IsSymmetric) (hV : V.IsSymmetric) (hW : W.IsSymmetric)
    (heig : ∀ m, H (ψ m) = (e m : ℂ) • ψ m) (u : ι → E)
    (hu : ∀ n ∈ S, Sternheimer ψ H V θ e f α d n (u n)) :
    ∑ n, ∑ m, (d n m : ℂ) * (⟪ψ n, W (ψ m)⟫_ℂ * ⟪ψ m, V (ψ n)⟫_ℂ)
      = ((2 * ∑ n ∈ S, (⟪ψ n, W (u n)⟫_ℂ).re : ℝ) : ℂ) := by
  -- expand `u n` in the eigenbasis
  have h1 : ∀ n ∈ S, ⟪ψ n, W (u n)⟫_ℂ
      = ∑ m, (d n m * θ (e m - e n)) • (⟪ψ n, W (ψ m)⟫_ℂ * ⟪ψ m, V (ψ n)⟫_ℂ) := by
    intro n hn
    rw [← hW (ψ n) (u n), ← ψ.sum_inner_mul_inner (W (ψ n)) (u n)]
    refine Finset.sum_congr rfl fun m _ => ?_
    rw [sternheimer_component hθ hd hH heig (hu n hn) m (hne n hn m), hW (ψ n) (ψ m),
      Complex.real_smul]
    ring
  -- the exchanged pairs give the complex conjugate
  have h2 : ∀ n ∈ S, conj ⟪ψ n, W (u n)⟫_ℂ
      = ∑ m, (d n m * θ (e m - e n)) • (⟪ψ m, W (ψ n)⟫_ℂ * ⟪ψ n, V (ψ m)⟫_ℂ) := by
    intro n hn
    rw [h1 n hn, map_sum]
    refine Finset.sum_congr rfl fun m _ => ?_
    simp only [Complex.real_smul, map_mul, Complex.conj_ofReal, inner_conj_symm]
    rw [hW (ψ m) (ψ n), hV (ψ n) (ψ m)]
  calc _ = ∑ n, ∑ m, d n m • (⟪ψ n, W (ψ m)⟫_ℂ * ⟪ψ m, V (ψ n)⟫_ℂ) := by
        simp only [Complex.real_smul]
    _ = ∑ n ∈ S, ⟪ψ n, W (u n)⟫_ℂ + ∑ n ∈ S, conj ⟪ψ n, W (u n)⟫_ℂ := by
        refine (pair_sum_split hθ hs S hS
          fun m n => ⟪ψ n, W (ψ m)⟫_ℂ * ⟪ψ m, V (ψ n)⟫_ℂ).trans ?_
        congr 1
        · exact Finset.sum_congr rfl fun n hn => (h1 n hn).symm
        · exact Finset.sum_congr rfl fun n hn => (h2 n hn).symm
    _ = _ := by
        rw [← Finset.sum_add_distrib]
        simp only [Complex.add_conj]
        push_cast
        rw [Finset.mul_sum]
```

## (h) A three-level model

Take levels $0,1,2$ with $e=(0,1,3)$ and $f=(\tfrac34,\tfrac14,0)$, the ramp $\theta(x)=\max(0,\min(1,\tfrac12+\tfrac x2))$, $S=\{0,1\}$ and the shift of (c) with $E_0=2$. Choose the diagonal of $d$ as $(-\tfrac12,-\tfrac12,0)$. Show that the conditions on $\theta$, $d$, $\alpha$ and $S$ hold and that $d_{01}\theta_{10}=-\tfrac12$.

For $|x|\le1$ the two ramp values $\tfrac12\pm\tfrac x2$ add to one, and beyond that they are $0$ and $1$. The quotients are $d_{01}=\tfrac{1/2}{-1}=-\tfrac12$, $d_{02}=\tfrac{3/4}{-3}=-\tfrac14$ and $d_{12}=\tfrac{1/4}{-2}=-\tfrac18$, symmetric in their indices. For $n=2$, $\theta(-3)=\theta(-2)=0$ and $d_{22}=0$. Both active energies lie below $2$, so (c) applies. Finally $\theta(1)=1$.

```lean
/-- A step function rising linearly from `0` at `x = -1` to `1` at `x = 1`. -/
def ramp (x : ℝ) : ℝ := max 0 (min 1 (1 / 2 + x / 2))

/-- Three levels at energies `0, 1, 3`. -/
def wE : Fin 3 → ℝ := ![0, 1, 3]

/-- Occupations `3/4, 1/4, 0` of the three levels. -/
def wF : Fin 3 → ℝ := ![3 / 4, 1 / 4, 0]

/-- Occupation difference quotients of the three levels, with diagonal `-1/2, -1/2, 0`. -/
def wD : Fin 3 → Fin 3 → ℝ :=
  ![![-1 / 2, -1 / 2, -1 / 4], ![-1 / 2, -1 / 2, -1 / 8], ![-1 / 4, -1 / 8, 0]]
```

The six goals follow this list: `split_ifs` treats the ramp, `fin_cases` enumerates the index pairs, `r` states that the ramp vanishes for $x\le-1$, and `shift_prefactor_pos` supplies the prefactors. The statement concerns these scalar data only and involves no $H$, $\psi$ or $u$.

```lean
/-- The three-level model with the ramp step, active bands `{0, 1}` and shift up to `E₀ = 2`
meets the conditions on `θ`, `d`, `α` and `S`, with `d_01 θ(e_1 - e_0) = -1/2`. -/
theorem smearing_witness : (∀ x, ramp x + ramp (-x) = 1) ∧ (∀ n m, wD n m = wD m n) ∧
    (∀ n m, wD n m * (wE n - wE m) = wF n - wF m) ∧
    (∀ n ∉ ({0, 1} : Finset (Fin 3)), ∀ m, wD n m * ramp (wE m - wE n) = 0) ∧
    (∀ n ∈ ({0, 1} : Finset (Fin 3)), ∀ m, wE m + shift 2 wE m - wE n ≠ 0) ∧
    wD 0 1 * ramp (wE 1 - wE 0) = -1 / 2 := by
  have r : ∀ x ≤ (-1 : ℝ), ramp x = 0 := fun x hx =>
    max_eq_left ((min_le_right _ _).trans (by linarith))
  have h2 : ∀ n : Fin 3, n ∉ ({0, 1} : Finset (Fin 3)) → n = 2 := by decide
  refine ⟨fun x => ?_, fun n m => ?_, fun n m => ?_, fun n hn m => ?_, fun n hn m => ?_, ?_⟩
  · simp only [ramp, max_def, min_def]
    split_ifs <;> linarith
  · fin_cases n <;> fin_cases m <;> simp [wD]
  · fin_cases n <;> fin_cases m <;> simp [wD, wE, wF] <;> norm_num
  · rw [h2 n hn]
    fin_cases m
    · exact mul_eq_zero_of_right _ (r _ (by simp [wE]))
    · exact mul_eq_zero_of_right _ (r _ (by simp [wE]; norm_num))
    · exact mul_eq_zero_of_left (by simp [wD]) _
  · refine (shift_prefactor_pos ?_ m).ne'
    simp only [Finset.mem_insert, Finset.mem_singleton] at hn
    rcases hn with rfl | rfl <;> simp [wE]
  · simp [wD, wE, ramp]
    norm_num

end

end MetallicSternheimer
```

```lean
#print axioms MetallicSternheimer.smeared_response_real
#print axioms MetallicSternheimer.sternheimer_response
```

```
'MetallicSternheimer.smeared_response_real' depends on axioms: [propext, Classical.choice, Quot.sound]
'MetallicSternheimer.sternheimer_response' depends on axioms: [propext, Classical.choice, Quot.sound]
```
